# The interband edge of the Rosei model when the final band lies below the Fermi level at the critical point

In the version of the Rosei model treated here, a transition near the L point of a noble metal has energy $W = au + bk^2$, measured from the gap at L, and ends in a state of energy $E_c + cu - dk^2$. Here $k$ is the momentum along the line from Γ to L, measured from L, $u \ge 0$ is the squared momentum transverse to it, and $a, b, c, d$ are positive band coefficients. The number $E_c$ is the energy of the final band at L, measured from the Fermi level. If $E_c < 0$, the values of $k$ at which a transition of energy $W$ can reach a final energy of at least zero have total length

$$
0 \quad (W < W_0), \qquad 2\sqrt{\frac{c\,(W-W_0)}{cb+ad}} \quad (W \ge W_0), \qquad W_0 = -\frac{aE_c}{c}.
$$

Gold owes its colour to an absorption edge in the visible, where electrons from filled d states begin to reach empty conduction states. For non-interacting electrons in two parabolic bands around one critical point, the formula says where such an edge lies and how it rises. A steep conduction band above a flat d band has $b < 0$; the formula then still holds as long as $cb + ad > 0$.

```lean
import Mathlib

open MeasureTheory

namespace RoseiInterbandEdge

noncomputable section
```

## Two parabolic bands at L

The final band is a saddle: it rises in the transverse directions with coefficient $c$ and falls along the axis with coefficient $d$. The coefficients $a$ and $b$ describe how the vertical distance between the initial and the final band changes away from L. Taking both positive means that this distance is smallest at L. For $b$ this is a restriction: if the final band falls along the axis faster than the initial band, as a steep conduction band above a flat d band does, $b$ is negative. The results below for $E_c < 0$ use $b > 0$ only to ensure $cb + ad > 0$, and the same argument covers negative $b$ as long as that sum stays positive. Factors of $\hbar^2/2m$ are absorbed into the four coefficients.

The structure `Bands` carries the parameters together with the four positivity conditions. It leaves the sign of `Ec` open, so that $E_c < 0$ appears as an explicit hypothesis, `hEc`, wherever it is used.

```lean
/-- Parameters of the Rosei model: positive band coefficients `a, b, c, d` and the energy `Ec`
of the final band at the critical point, measured from the Fermi level. -/
structure Bands where
  a : ℝ
  b : ℝ
  c : ℝ
  d : ℝ
  Ec : ℝ
  a_pos : 0 < a
  b_pos : 0 < b
  c_pos : 0 < c
  d_pos : 0 < d
```

The transition energy vanishes at $u = k = 0$. It is therefore measured from the gap at L, and the photon energy is that gap plus $W$:

$$
W = au + bk^2 .
$$

```lean
/-- Transition energy at squared transverse momentum `u` and longitudinal momentum `k`. -/
def Bands.transitionEnergy (B : Bands) (u k : ℝ) : ℝ := B.a * u + B.b * k ^ 2
```

The final energy has its zero at the Fermi level:

$$
E = E_c + cu - dk^2 .
$$

```lean
/-- Energy of the final state, a saddle in the transverse and longitudinal momenta. -/
def Bands.finalEnergy (B : Bands) (u k : ℝ) : ℝ := B.Ec + B.c * u - B.d * k ^ 2
```

To see where the edge should lie, set $k = 0$. With $E_c < 0$ the final band starts out occupied, and it crosses the Fermi level at $u = -E_c/c$. The transition energy there is $a \cdot (-E_c/c)$, which is $W_0$.

```lean
/-- The energy `W0 = -a Ec / c`. -/
def Bands.threshold (B : Bands) : ℝ := -(B.a * B.Ec) / B.c
```

A momentum $k$ is allowed at transition energy $W$ if some physical $u$ satisfies both requirements:

$$
\exists\, u \ge 0:\quad au + bk^2 = W, \qquad E_c + cu - dk^2 \ge 0 .
$$

The condition $u \ge 0$ is part of the definition, because $u$ is a square. The last inequality is the Pauli principle at zero temperature, with a state exactly at the Fermi level counted as available. The initial state is taken to be filled, and $k$ runs over the whole real line, without a zone boundary.

```lean
/-- Longitudinal momenta at which a transition of energy `W` ends at or above the Fermi level. -/
def Bands.allowed (B : Bands) (W : ℝ) : Set ℝ :=
  {k | ∃ u, 0 ≤ u ∧ B.transitionEnergy u k = W ∧ 0 ≤ B.finalEnergy u k}
```

## Eliminating the transverse momentum

One combination of coefficients appears throughout. Write $s = cb + ad$. Both products are positive, hence $s > 0$.

```lean
/-- The combination `c b + a d` of band coefficients is positive. -/
theorem curvature_pos (B : Bands) : 0 < B.c * B.b + B.a * B.d :=
  add_pos (mul_pos B.c_pos B.b_pos) (mul_pos B.a_pos B.d_pos)
```

Energy conservation gives $au = W - bk^2$. Multiply the final energy by $a$ and insert this:

$$
\begin{aligned}
aE &= aE_c + c\,(au) - ad\,k^2 \\
   &= aE_c + c\,(W - bk^2) - ad\,k^2 \\
   &= c\,(W - W_0) - s\,k^2 ,
\end{aligned}
$$

where the last line uses $cW_0 = -aE_c$. The lemma states this for all real $u$ and $k$, with $W$ written out as `B.transitionEnergy u k`. Its proof first establishes $cW_0 = -aE_c$ as `h`; then `linear_combination h` confirms that the two sides differ only by that equation and polynomial algebra.

```lean
/-- The final energy expressed through the transition energy and the longitudinal momentum. -/
theorem finalEnergy_identity (B : Bands) (u k : ℝ) :
    B.a * B.finalEnergy u k =
      B.c * (B.transitionEnergy u k - B.threshold) - (B.c * B.b + B.a * B.d) * k ^ 2 := by
  have hc : B.c ≠ 0 := B.c_pos.ne'
  have h : B.c * B.threshold = -(B.a * B.Ec) := by
    unfold Bands.threshold
    field_simp
  unfold Bands.finalEnergy Bands.transitionEnergy
  linear_combination h
```

## Which longitudinal momenta are allowed

For $E_c < 0$ the definition of an allowed $k$ reduces to a single inequality,

$$
s\,k^2 \le c\,(W - W_0).
$$

Suppose first that $k$ is allowed. Then $E \ge 0$, so $aE \ge 0$, and the identity above gives the inequality. The sign of $u$ plays no part in this direction, and the dash in the `rintro` pattern discards it.

Conversely, suppose the inequality holds. Energy conservation fixes $u = (W - bk^2)/a$. The identity gives $aE \ge 0$, and so $E \ge 0$. It remains to show that this $u$ is physical. From $E \ge 0$,

$$
cu \ge dk^2 - E_c \ge 0 ,
$$

since $E_c$ is negative, and division by $c > 0$ gives $u \ge 0$. In words, a band that starts below the Fermi level and falls along the axis can become empty only by moving outwards in the transverse direction. This is where `hEc` enters; the proof records the estimate as `hcu`.

```lean
/-- For a final band lying below the Fermi level at the critical point, the allowed longitudinal
momenta are those with `(c b + a d) k² ≤ c (W - W0)`. -/
theorem mem_allowed_iff (B : Bands) (hEc : B.Ec < 0) (W k : ℝ) :
    k ∈ B.allowed W ↔
      (B.c * B.b + B.a * B.d) * k ^ 2 ≤ B.c * (W - B.threshold) := by
  constructor
  · rintro ⟨u, -, hW, hE⟩
    have h := finalEnergy_identity B u k
    rw [hW] at h
    have h2 := mul_nonneg B.a_pos.le hE
    linarith
  · intro hk
    have ha : B.a ≠ 0 := B.a_pos.ne'
    -- energy conservation fixes the transverse momentum
    obtain ⟨u, hu⟩ : ∃ u, B.a * u = W - B.b * k ^ 2 :=
      ⟨(W - B.b * k ^ 2) / B.a, by field_simp⟩
    have hW : B.transitionEnergy u k = W := by
      unfold Bands.transitionEnergy
      linarith
    have h := finalEnergy_identity B u k
    rw [hW] at h
    have hE : 0 ≤ B.finalEnergy u k :=
      (mul_nonneg_iff_of_pos_left B.a_pos).1 (by linarith)
    -- since `Ec < 0`, an empty final state needs a nonnegative `u`
    have hcu : 0 ≤ B.c * u := by
      have h1 := hE
      unfold Bands.finalEnergy at h1
      have h2 := mul_nonneg B.d_pos.le (sq_nonneg k)
      linarith
    exact ⟨u, (mul_nonneg_iff_of_pos_left B.c_pos).1 hcu, hW, hE⟩
```

An allowed $k$ exists exactly when $W \ge W_0$. If $k$ is allowed, then $0 \le s k^2 \le c(W - W_0)$, and dividing by $c$ gives $W \ge W_0$. If $W \ge W_0$, then $k = 0$ satisfies the inequality. At $W = W_0$ the allowed set is the single point $k = 0$: it is not empty, but it has no length.

```lean
/-- For `Ec < 0`, transitions of energy `W` ending at or above the Fermi level exist exactly
when `W` is at least `W0`. -/
theorem allowed_nonempty_iff (B : Bands) (hEc : B.Ec < 0) (W : ℝ) :
    (B.allowed W).Nonempty ↔ B.threshold ≤ W := by
  constructor
  · rintro ⟨k, hk⟩
    have h := (mem_allowed_iff B hEc W k).1 hk
    have h2 := mul_nonneg (curvature_pos B).le (sq_nonneg k)
    have h3 : 0 ≤ W - B.threshold :=
      (mul_nonneg_iff_of_pos_left B.c_pos).1 (h2.trans h)
    linarith
  · intro hW
    refine ⟨0, (mem_allowed_iff B hEc W 0).2 ?_⟩
    have h := mul_nonneg B.c_pos.le (sub_nonneg.2 hW)
    linarith
```

## The length of the allowed interval

For $r \ge 0$, the condition $k^2 \le r$ means $-\sqrt r \le k \le \sqrt r$, an interval of length $2\sqrt r$. In Lean, `volume` on the real line is Lebesgue measure. Its values are nonnegative and may be infinite, so the real number $2\sqrt r$ is carried into that range by `ENNReal.ofReal`.

```lean
/-- The momenta with `k² ≤ r` fill a length `2 √r`. -/
theorem volume_sq_le {r : ℝ} (hr : 0 ≤ r) :
    volume {k : ℝ | k ^ 2 ≤ r} = ENNReal.ofReal (2 * √r) := by
  have h : {k : ℝ | k ^ 2 ≤ r} = Set.Icc (-√r) (√r) := by
    ext k
    exact Real.sq_le hr
  rw [h, Real.volume_Icc]
  congr 1
  ring
```

The main result now follows. Below $W_0$ the allowed set is empty and has measure zero. From $W_0$ upwards, divide the inequality by $s > 0$:

$$
k^2 \le r, \qquad r = \frac{c\,(W - W_0)}{s} \ge 0 ,
$$

and the length is $2\sqrt r$. The theorem `volume_allowed` puts the two cases into one conjunction. In the second, the proof rewrites the claimed length backwards as the measure of $\{k : k^2 \le r\}$ and then shows that the two sets have the same elements; `le_div_iff₀` performs the division by $s$.

```lean
/-- Interband edge of the Rosei model with `Ec < 0`: the allowed longitudinal momenta have
measure zero below `W0` and length `2 √(c (W - W0) / (c b + a d))` from `W0` upwards. -/
theorem volume_allowed (B : Bands) (hEc : B.Ec < 0) (W : ℝ) :
    (W < B.threshold → volume (B.allowed W) = 0) ∧
    (B.threshold ≤ W → volume (B.allowed W) =
      ENNReal.ofReal (2 * √(B.c * (W - B.threshold) / (B.c * B.b + B.a * B.d)))) := by
  constructor
  · intro hW
    have h : B.allowed W = ∅ := by
      rw [← Set.not_nonempty_iff_eq_empty, allowed_nonempty_iff B hEc]
      exact not_le_of_gt hW
    rw [h, measure_empty]
  · intro hW
    have hr : 0 ≤ B.c * (W - B.threshold) / (B.c * B.b + B.a * B.d) :=
      div_nonneg (mul_nonneg B.c_pos.le (sub_nonneg.2 hW)) (curvature_pos B).le
    rw [← volume_sq_le hr]
    congr 1
    ext k
    rw [mem_allowed_iff B hEc, Set.mem_ofPred_eq, le_div_iff₀ (curvature_pos B), mul_comm]
```

The length has a direct spectroscopic meaning. After integration over the angle, the area element of the transverse plane is $\pi\,du$, and integrating $\delta(W - au - bk^2)$ over $u$ contributes $\pi/a$ for each allowed $k$ away from the end points. The joint density of states for transitions into empty states is thus $\pi/a$ times the length, up to constant prefactors, and it starts at $W_0$ as a square root. This reading is an argument in prose added to the theorem, which concerns the length alone. An absorption spectrum would also need transition matrix elements, lifetime broadening, thermal occupation and the contributions of other regions of the zone.

## Final energies reached at a given transition energy

The same identity tells where the excited electrons end up. For a fixed $W$, the nonnegative final energies fill exactly the interval

$$
0 \le E \le \frac{c\,(W - W_0)}{a} ,
$$

which is empty if $W < W_0$.

The upper bound comes from $aE = c(W - W_0) - sk^2 \le c(W - W_0)$. To reach a given $E$ in the interval, choose $k$ with

$$
k^2 = \frac{c\,(W - W_0) - aE}{s} ,
$$

which is possible because the right-hand side is nonnegative. This $k$ satisfies $sk^2 \le c(W - W_0)$ and is therefore allowed, so `mem_allowed_iff` supplies a physical $u$ with transition energy $W$. The identity then shows that $a$ times the final energy equals $aE$, and $a$ cancels. The highest final energy belongs to $k = 0$, and the Fermi level is reached at the ends of the allowed interval.

```lean
/-- For `Ec < 0`, the nonnegative final energies reached by transitions of energy `W` are
exactly those between `0` and `c (W - W0) / a`. -/
theorem finalEnergy_range (B : Bands) (hEc : B.Ec < 0) (W : ℝ) :
    {E | 0 ≤ E ∧ ∃ u k, 0 ≤ u ∧ B.transitionEnergy u k = W ∧ B.finalEnergy u k = E} =
      Set.Icc 0 (B.c * (W - B.threshold) / B.a) := by
  ext E
  rw [Set.mem_ofPred_eq, Set.mem_Icc, le_div_iff₀ B.a_pos]
  refine and_congr_right fun hE => ⟨?_, fun h => ?_⟩
  · rintro ⟨u, k, -, hW, hF⟩
    have h := finalEnergy_identity B u k
    rw [hW, hF] at h
    have h2 := mul_nonneg (curvature_pos B).le (sq_nonneg k)
    linarith
  · -- choose the longitudinal momentum that lowers the final energy to `E`
    have hs := curvature_pos B
    have hq : 0 ≤ (B.c * (W - B.threshold) - E * B.a) / (B.c * B.b + B.a * B.d) :=
      div_nonneg (sub_nonneg.2 h) hs.le
    obtain ⟨k, hk⟩ : ∃ k : ℝ, (B.c * B.b + B.a * B.d) * k ^ 2 =
        B.c * (W - B.threshold) - E * B.a := by
      refine ⟨√((B.c * (W - B.threshold) - E * B.a) / (B.c * B.b + B.a * B.d)), ?_⟩
      rw [Real.sq_sqrt hq, mul_comm, div_mul_cancel₀ _ hs.ne']
    have haE := mul_nonneg hE B.a_pos.le
    obtain ⟨u, hu, hW, -⟩ := (mem_allowed_iff B hEc W k).2 (by linarith)
    refine ⟨u, k, hu, hW, ?_⟩
    have hid := finalEnergy_identity B u k
    rw [hW] at hid
    exact mul_left_cancel₀ B.a_pos.ne' (by linarith)
```

## A final band above the Fermi level

Now let $W \ge 0$ and $dW \le bE_c$. Together these force $E_c \ge 0$, so the final band is no longer occupied at L. The length is then set by the condition $u \ge 0$, and it equals $2\sqrt{W/b}$.

If $k$ is allowed, then $bk^2 = W - au \le W$. Conversely, let $bk^2 \le W$ and put $u = (W - bk^2)/a \ge 0$. Multiplying by $d$ gives

$$
b\,(dk^2) \le dW \le bE_c ,
$$

hence $dk^2 \le E_c$. The final energy is then $(E_c - dk^2) + cu \ge 0$. The state is empty already at zero transverse momentum, and the Fermi level imposes no further restriction. In the proof, `hd` is the inequality $dk^2 \le E_c$, and the last two bullets verify the transition energy and the sign of the final energy.

```lean
/-- If `W ≥ 0` and `d W ≤ b Ec`, the allowed longitudinal momenta have length `2 √(W / b)`. -/
theorem volume_allowed_of_high_band (B : Bands) {W : ℝ} (hW : 0 ≤ W)
    (h : B.d * W ≤ B.b * B.Ec) :
    volume (B.allowed W) = ENNReal.ofReal (2 * √(W / B.b)) := by
  rw [← volume_sq_le (div_nonneg hW B.b_pos.le)]
  congr 1
  ext k
  rw [Set.mem_ofPred_eq, le_div_iff₀ B.b_pos]
  constructor
  · rintro ⟨u, hu, hT, -⟩
    unfold Bands.transitionEnergy at hT
    have h2 := mul_nonneg B.a_pos.le hu
    linarith
  · intro hk
    have hu : 0 ≤ (W - B.b * k ^ 2) / B.a :=
      div_nonneg (by linarith) B.a_pos.le
    -- the final state is empty already at zero transverse momentum
    have hd : B.d * k ^ 2 ≤ B.Ec := by
      have h2 := mul_le_mul_of_nonneg_left hk B.d_pos.le
      exact le_of_mul_le_mul_left (by linarith) B.b_pos
    refine ⟨(W - B.b * k ^ 2) / B.a, hu, ?_, ?_⟩
    · unfold Bands.transitionEnergy
      rw [mul_comm B.a, div_mul_cancel₀ _ B.a_pos.ne']
      ring
    · unfold Bands.finalEnergy
      have h3 := mul_nonneg B.c_pos.le hu
      linarith

end

end RoseiInterbandEdge
```

```lean
#print axioms RoseiInterbandEdge.mem_allowed_iff
-- 'RoseiInterbandEdge.mem_allowed_iff' depends on axioms: [propext, Classical.choice, Quot.sound]
#print axioms RoseiInterbandEdge.volume_allowed
-- 'RoseiInterbandEdge.volume_allowed' depends on axioms: [propext, Classical.choice, Quot.sound]
#print axioms RoseiInterbandEdge.finalEnergy_range
-- 'RoseiInterbandEdge.finalEnergy_range' depends on axioms: [propext, Classical.choice, Quot.sound]
#print axioms RoseiInterbandEdge.volume_allowed_of_high_band
-- 'RoseiInterbandEdge.volume_allowed_of_high_band' depends on axioms: [propext, Classical.choice, Quot.sound]
```

## What goes wrong for positive $E_c$

Take $a = b = c = d = 1$, $E_c = 1$ and $W = \tfrac12$. Then $W_0 = -1$, and the formula for $E_c < 0$ would give the length

$$
2\sqrt{\frac{\tfrac12 + 1}{2}} = \sqrt3 .
$$

Since $dW = \tfrac12 \le 1 = bE_c$, the case just treated applies, and the true length is $2\sqrt{1/2} = \sqrt2$. The surplus consists of momenta such as $k = 0.8$. Energy conservation there demands $u = 0.5 - 0.64 = -0.14$, while the final energy, $1 - 0.14 - 0.64 = 0.22$, looks perfectly acceptable. The formula counts this $k$ although no real transverse momentum belongs to it.

The threshold fails as well. With the same bands and $W = -\tfrac12$, which lies above $W_0$, no transition exists at all, because $u + k^2$ is never negative. Both failures occur at $dW < bE_c$. For $E_c > 0$ and $dW \ge bE_c$, a nonnegative final energy already implies $bk^2 \le W$, hence $u \ge 0$, and the formula is correct again. The borderline value $E_c = 0$ does no harm at any $W$, since the estimate $cu \ge dk^2 - E_c \ge 0$ needs only $E_c \le 0$.
